# Opposite-chirality magnons of a two-sublattice spin-wave matrix differ in frequency by 2|d| when |B| < A

## The matrix, its norm and the sign of a frequency

Take two opposite sublattices at a fixed wavevector $k$, with amplitudes $v=(v_0,v_1)$ standing for $(a_k,b_{-k}^\dagger)$. With $\hbar=1$, the linearised equations of motion are

$$i\,\dot v=Mv,\qquad M=\begin{pmatrix}A+d&B\\-B&d-A\end{pmatrix}.$$

The real number $A$ is the on-site term, $B$ couples the sublattices, and $d$ is a shift of opposite sign on the two sublattices, as produced by altermagnetic exchange or by a field along the ordered moments. All three are taken to be even in $k$, so that the two magnons can be compared at the same wavevector.

The Bogoliubov norm of $v$ is $N=|v_0|^2-|v_1|^2$. A magnon of chirality $\sigma=\pm1$ and signed frequency $\omega$ is an eigenvector with eigenvalue $\sigma\omega$ and $\sigma N>0$. The factor $\sigma$ is needed because an eigenvector with $N<0$ multiplies a magnon creation operator, whose eigenvalue is minus the magnon frequency. Both components vary as $e^{-i\sigma\omega t}$, so for $\omega>0$ the label $\sigma$ is the sense of precession about a fixed axis. For $\omega<0$ the precession is reversed, while $\sigma$ still follows the sign of $N$.

## Eigenvalues and magnon frequencies

A complex number $w$ is an eigenvalue of $M$ exactly when

$$(w-d)^2=A^2-B^2.$$

- If $|B|\le A$, the eigenvalues are $d\pm\sqrt{A^2-B^2}$.
- If $|B|>|A|$, no eigenvalue is real.
- If $|B|=A>0$, $M$ is not diagonalizable.
- If $|B|<A$, the magnon of chirality $\sigma$ has frequency $\omega_\sigma=\sqrt{A^2-B^2}+\sigma d$, so $|\omega_+-\omega_-|=2|d|$.

## Checks for a linear spin-wave code

For non-interacting magnons in this two-sublattice model, these formulas give reference values for a spin-wave solver. Three points matter in practice.

The chirality splitting is not the difference of the two eigenvalues, which is $2\sqrt{A^2-B^2}$. In the basis $(a_k,b_{-k}^\dagger)$ the sign of $N$ labels the chirality, and the eigenvalue of the negative-norm mode changes sign before it is plotted as a frequency. For $|B|<A$, a code that uses the doubled basis $(a_k,b_k,a_{-k}^\dagger,b_{-k}^\dagger)$ finds both chiralities among its positive-norm modes, so there the sign of the norm does not label the chirality.

A nonreal eigenvalue means that one mode grows exponentially, so the assumed magnetic order is not a stable reference state. Real eigenvalues alone do not certify it: if $|B|<A$ and $|d|>\sqrt{A^2-B^2}$, one $\omega_\sigma$ is negative and exciting that magnon lowers the energy.

Near $|B|=A>0$, rounding is amplified. For $B=A+\varepsilon$ with $\varepsilon>0$ small compared with $A$, the imaginary parts are $\pm\sqrt{2A\varepsilon+\varepsilon^2}$, of order $\sqrt\varepsilon$.

## From the determinant to the chirality splitting

**Secular equation.** A nonzero $v$ with $(M-w)v=0$ exists exactly when

$$\det(M-w)=(A+d-w)(d-A-w)+B^2=(w-d)^2-(A^2-B^2)=0.$$

For $|B|\le A$ the right side of $(w-d)^2=A^2-B^2$ is nonnegative, and taking roots gives the two real eigenvalues. For $|B|>|A|$ a real $w$ would have a negative square $(w-d)^2$, which is impossible.

**The point $|B|=A>0$.** Suppose $MP=PD$ with $D$ diagonal and $\det P\ne0$. The columns of $P$ are nonzero eigenvectors, and the secular equation forces both eigenvalues to be $d$. The first row of the eigenvalue equation then reads $AP_{0j}+BP_{1j}=0$ for $j=0,1$. Multiply the $j=0$ equation by $P_{11}$, the $j=1$ equation by $P_{10}$, and subtract: $A\det P=0$, a contradiction. At $A=B=0$ the matrix is $d$ times the identity, hence the condition $A\neq0$.

**Sign of the root.** Let $Mv=lv$ with $l$ real:

$$Av_0+Bv_1=(l-d)v_0,\qquad -Bv_0-Av_1=(l-d)v_1.$$

Multiply by $v_0^*$ and $v_1^*$ respectively, subtract, and double:

$$2(l-d)N=(A+B)|v_0+v_1|^2+(A-B)|v_0-v_1|^2.$$

For $|B|<A$ the right side is nonnegative. With $l=\sigma\omega$ and $\sigma N>0$, this gives $\sigma(\sigma\omega-d)=\omega-\sigma d\ge0$. Its square is $A^2-B^2$, so $\omega=s+\sigma d$ with $s=\sqrt{A^2-B^2}$.

**Existence.** The vector $v=(A-B+\sigma s,\;A-B-\sigma s)$ satisfies both component equations with $l-d=\sigma s$, because $(A+B)(A-B)=s^2$. Its norm is $N=4\sigma s(A-B)$, so $\sigma N>0$. Dividing $v$ by $2\sqrt{s(A-B)}$ gives $N=\sigma$. Finally, $\omega_+-\omega_-=2d$.

**Numbers.** For $A=5$, $B=3$, $d=1$ we have $s=4$ and eigenvalues $5$ and $-3$. The normalised eigenvectors are $(3,-1)/(2\sqrt2)$ with $N=1$ and $(-1,3)/(2\sqrt2)$ with $N=-1$. The magnon frequencies are therefore $5$ and $3$. They differ by $2=2|d|$, while the eigenvalues differ by $8$.

## The Lean file

```lean
import Mathlib

open Matrix

namespace AltermagnetMagnons

/-- The spin-wave matrix acting on the amplitudes `(a, b†)` of two opposite sublattices, with
exchange parameters `A`, `B` and sublattice-odd shift `d`. -/
def spinWave (A B d : ℝ) : Matrix (Fin 2) (Fin 2) ℂ :=
  !![(A : ℂ) + d, (B : ℂ); -(B : ℂ), (d : ℂ) - A]

/-- The complex number `w` is an eigenvalue of the spin-wave matrix. -/
def IsEigen (A B d : ℝ) (w : ℂ) : Prop :=
  ∃ v : Fin 2 → ℂ, v ≠ 0 ∧ spinWave A B d *ᵥ v = w • v

/-- A two-by-two complex matrix is diagonalizable: an invertible matrix `P` has eigenvectors
as its columns. -/
def IsDiagonalizable (M : Matrix (Fin 2) (Fin 2) ℂ) : Prop :=
  ∃ (P : Matrix (Fin 2) (Fin 2) ℂ) (D : Fin 2 → ℂ), P.det ≠ 0 ∧ M * P = P * Matrix.diagonal D

/-- A magnon of chirality `σ = ±1` and signed frequency `ω`: an eigenvector with eigenvalue
`σ ω` whose Bogoliubov norm `|v₀|² - |v₁|²` has the sign of `σ`. -/
def IsMagnon (A B d σ ω : ℝ) : Prop :=
  ∃ v : Fin 2 → ℂ, spinWave A B d *ᵥ v = ((σ * ω : ℝ) : ℂ) • v ∧
    0 < σ * (Complex.normSq (v 0) - Complex.normSq (v 1))

/-- The eigenvalue equation written out for the two sublattice amplitudes. -/
theorem eigen_components (A B d : ℝ) (v : Fin 2 → ℂ) (w : ℂ) :
    spinWave A B d *ᵥ v = w • v ↔
      ((A : ℂ) + d) * v 0 + B * v 1 = w * v 0 ∧
      -(B : ℂ) * v 0 + ((d : ℂ) - A) * v 1 = w * v 1 := by
  rw [funext_iff, Fin.forall_fin_two]
  simp [spinWave, Matrix.mulVec, dotProduct, Fin.sum_univ_two]

/-- Secular equation: `w` is an eigenvalue exactly when `(w - d)² = A² - B²`. -/
theorem secular (A B d : ℝ) (w : ℂ) :
    IsEigen A B d w ↔ (w - d) ^ 2 = (A : ℂ) ^ 2 - (B : ℂ) ^ 2 := by
  have key : ∀ v : Fin 2 → ℂ, spinWave A B d *ᵥ v = w • v ↔
      (spinWave A B d - Matrix.diagonal (fun _ => w)) *ᵥ v = 0 := by
    intro v
    have h : Matrix.diagonal (fun _ => w) *ᵥ v = w • v :=
      funext fun i => Matrix.mulVec_diagonal _ _ i
    rw [Matrix.sub_mulVec, h, sub_eq_zero]
  have hdet : (spinWave A B d - Matrix.diagonal (fun _ => w)).det =
      (w - d) ^ 2 - ((A : ℂ) ^ 2 - (B : ℂ) ^ 2) := by
    rw [Matrix.det_fin_two]
    simp [spinWave]
    ring
  exact (exists_congr fun v => and_congr_right fun _ => key v).trans
    (by rw [Matrix.exists_mulVec_eq_zero_iff, hdet, sub_eq_zero])

/-- If `|B| ≤ A`, the eigenvalues are exactly the real numbers `d ± √(A² - B²)`. -/
theorem eigen_stable {A B : ℝ} (d : ℝ) (h : |B| ≤ A) (w : ℂ) :
    IsEigen A B d w ↔
      w = d + (Real.sqrt (A ^ 2 - B ^ 2) : ℂ) ∨ w = d - (Real.sqrt (A ^ 2 - B ^ 2) : ℂ) := by
  have h0 : 0 ≤ A ^ 2 - B ^ 2 := sub_nonneg.mpr (sq_le_sq' (abs_le.mp h).1 (abs_le.mp h).2)
  have hs : (Real.sqrt (A ^ 2 - B ^ 2) : ℂ) ^ 2 = (A : ℂ) ^ 2 - (B : ℂ) ^ 2 := by
    exact_mod_cast Real.sq_sqrt h0
  rw [secular, ← hs, sq_eq_sq_iff_eq_or_eq_neg, sub_eq_iff_eq_add', sub_eq_iff_eq_add',
    ← sub_eq_add_neg]

/-- If `|B| > |A|`, no eigenvalue is real. -/
theorem eigen_nonreal {A B d : ℝ} {w : ℂ} (h : |A| < |B|) (hw : IsEigen A B d w) :
    w.im ≠ 0 := by
  intro him
  obtain ⟨x, rfl⟩ : ∃ x : ℝ, w = x := ⟨w.re, Complex.ext rfl (by simp [him])⟩
  have hx : (x - d) ^ 2 = A ^ 2 - B ^ 2 := by exact_mod_cast (secular A B d x).mp hw
  linarith [sq_nonneg (x - d), sq_lt_sq.mpr h]

/-- For `A > 0` and `|B| = A` the spin-wave matrix is not diagonalizable. -/
theorem not_diagonalizable {A B : ℝ} (d : ℝ) (hA : 0 < A) (hB : |B| = A) :
    ¬ IsDiagonalizable (spinWave A B d) := by
  rintro ⟨P, D, hP, h⟩
  have hr : B ^ 2 = A ^ 2 := by rw [← hB, sq_abs]
  have hc : (B : ℂ) ^ 2 = (A : ℂ) ^ 2 := by exact_mod_cast hr
  have col : ∀ j, spinWave A B d *ᵥ (fun i => P i j) = D j • (fun i => P i j) := fun j =>
    funext fun i => (by rw [h, Matrix.mul_diagonal, mul_comm] :
      (spinWave A B d * P) i j = D j * P i j)
  -- both columns belong to the single eigenvalue d
  have hD : ∀ j, D j = d := by
    intro j
    have he := (secular A B d (D j)).mp ⟨fun i => P i j,
      fun h0 => hP (Matrix.det_eq_zero_of_column_eq_zero j (fun i => congrFun h0 i)), col j⟩
    rw [hc, sub_self] at he
    exact sub_eq_zero.mp (pow_eq_zero_iff two_ne_zero |>.mp he)
  have c0 := ((eigen_components A B d _ _).mp (col 0)).1
  have c1 := ((eigen_components A B d _ _).mp (col 1)).1
  rw [hD] at c0 c1
  have hz : (A : ℂ) * P.det = 0 := by
    rw [Matrix.det_fin_two]
    linear_combination P 1 1 * c0 - P 1 0 * c1
  exact mul_ne_zero (by exact_mod_cast hA.ne') hP hz

/-- For an eigenvector with real eigenvalue `l`, twice `l - d` times the Bogoliubov norm equals
`(A + B) |v₀ + v₁|² + (A - B) |v₀ - v₁|²`. -/
theorem energy_identity (A B d l : ℝ) (v : Fin 2 → ℂ)
    (h : spinWave A B d *ᵥ v = (l : ℂ) • v) :
    2 * (l - d) * (Complex.normSq (v 0) - Complex.normSq (v 1)) =
      (A + B) * Complex.normSq (v 0 + v 1) + (A - B) * Complex.normSq (v 0 - v 1) := by
  obtain ⟨h0, h1⟩ := (eigen_components A B d v l).mp h
  have r0 := congrArg Complex.re h0
  have i0 := congrArg Complex.im h0
  have r1 := congrArg Complex.re h1
  have i1 := congrArg Complex.im h1
  simp only [Complex.normSq_apply, Complex.add_re, Complex.add_im, Complex.sub_re,
    Complex.sub_im, Complex.neg_re, Complex.neg_im, Complex.mul_re, Complex.mul_im,
    Complex.ofReal_re, Complex.ofReal_im] at r0 i0 r1 i1 ⊢
  linear_combination 2 * (-(v 0).re * r0 + (v 1).re * r1 - (v 0).im * i0 + (v 1).im * i1)

/-- If `|B| < A`, magnons of chirality `σ = ±1` exist at exactly one signed frequency,
`√(A² - B²) + σ d`. -/
theorem magnon_frequency {A B σ : ℝ} (d ω : ℝ) (h : |B| < A) (hσ : σ = 1 ∨ σ = -1) :
    IsMagnon A B d σ ω ↔ ω = Real.sqrt (A ^ 2 - B ^ 2) + σ * d := by
  obtain ⟨hl, hu⟩ := abs_lt.mp h
  have hσ2 : σ ^ 2 = 1 := by rcases hσ with rfl | rfl <;> norm_num
  constructor
  · rintro ⟨v, hv, hN⟩
    have hv0 : v ≠ 0 := by
      rintro rfl
      simp at hN
    have hsec : (σ * ω - d) ^ 2 = A ^ 2 - B ^ 2 := by
      exact_mod_cast (secular A B d _).mp ⟨v, hv0, hv⟩
    have hpos : 0 ≤ 2 * (σ * ω - d) * (Complex.normSq (v 0) - Complex.normSq (v 1)) := by
      rw [energy_identity A B d (σ * ω) v hv]
      exact add_nonneg (mul_nonneg (by linarith) (Complex.normSq_nonneg _))
        (mul_nonneg (by linarith) (Complex.normSq_nonneg _))
    -- the sign of the norm selects the root
    have hroot : 0 ≤ σ * (σ * ω - d) := by
      by_contra hneg
      have hm := mul_neg_of_neg_of_pos (not_le.mp hneg) hN
      have he : σ * (σ * ω - d) * (σ * (Complex.normSq (v 0) - Complex.normSq (v 1))) =
          (σ * ω - d) * (Complex.normSq (v 0) - Complex.normSq (v 1)) := by
        linear_combination
          ((σ * ω - d) * (Complex.normSq (v 0) - Complex.normSq (v 1))) * hσ2
      linarith
    have hsq : A ^ 2 - B ^ 2 = (σ * (σ * ω - d)) ^ 2 := by
      linear_combination -hsec - (σ * ω - d) ^ 2 * hσ2
    rw [hsq, Real.sqrt_sq hroot]
    linear_combination -ω * hσ2
  · rintro rfl
    have hd : 0 < A ^ 2 - B ^ 2 := by nlinarith
    have hs0 := Real.sqrt_pos.mpr hd
    have hs2 := Real.sq_sqrt hd.le
    generalize Real.sqrt (A ^ 2 - B ^ 2) = s at hs0 hs2 ⊢
    have hc : (s : ℂ) ^ 2 = (A : ℂ) ^ 2 - (B : ℂ) ^ 2 := by exact_mod_cast hs2
    have hq : (σ : ℂ) ^ 2 = 1 := by exact_mod_cast hσ2
    -- explicit Bogoliubov amplitudes
    refine ⟨![((A - B + σ * s : ℝ) : ℂ), ((A - B - σ * s : ℝ) : ℂ)],
      (eigen_components A B d _ _).mpr ⟨?_, ?_⟩, ?_⟩
    · change ((A : ℂ) + d) * ((A - B + σ * s : ℝ) : ℂ) + B * ((A - B - σ * s : ℝ) : ℂ) =
        ((σ * (s + σ * d) : ℝ) : ℂ) * ((A - B + σ * s : ℝ) : ℂ)
      push_cast
      linear_combination -hc - ((s : ℂ) ^ 2 + d * (A - B + σ * s)) * hq
    · change -(B : ℂ) * ((A - B + σ * s : ℝ) : ℂ) + ((d : ℂ) - A) * ((A - B - σ * s : ℝ) : ℂ) =
        ((σ * (s + σ * d) : ℝ) : ℂ) * ((A - B - σ * s : ℝ) : ℂ)
      push_cast
      linear_combination hc + ((s : ℂ) ^ 2 - d * (A - B - σ * s)) * hq
    · change 0 < σ * (Complex.normSq ((A - B + σ * s : ℝ) : ℂ) -
        Complex.normSq ((A - B - σ * s : ℝ) : ℂ))
      rw [Complex.normSq_ofReal, Complex.normSq_ofReal]
      have hp := mul_pos (sub_pos.mpr hu) hs0
      have he : σ * ((A - B + σ * s) * (A - B + σ * s) - (A - B - σ * s) * (A - B - σ * s)) =
          4 * ((A - B) * s) := by
        linear_combination 4 * (A - B) * s * hσ2
      linarith

/-- If `|B| < A`, the signed frequencies of magnons of opposite chirality differ by `2 |d|`. -/
theorem chirality_splitting {A B d ω₁ ω₂ : ℝ} (h : |B| < A)
    (h₁ : IsMagnon A B d 1 ω₁) (h₂ : IsMagnon A B d (-1) ω₂) :
    |ω₁ - ω₂| = 2 * |d| := by
  rw [(magnon_frequency d ω₁ h (Or.inl rfl)).mp h₁,
    (magnon_frequency d ω₂ h (Or.inr rfl)).mp h₂]
  have he : Real.sqrt (A ^ 2 - B ^ 2) + 1 * d - (Real.sqrt (A ^ 2 - B ^ 2) + -1 * d) = 2 * d := by
    ring
  rw [he, abs_mul, abs_two]

end AltermagnetMagnons
```

```lean
#print axioms AltermagnetMagnons.eigen_stable
-- 'AltermagnetMagnons.eigen_stable' depends on axioms: [propext, Classical.choice, Quot.sound]
#print axioms AltermagnetMagnons.eigen_nonreal
-- 'AltermagnetMagnons.eigen_nonreal' depends on axioms: [propext, Classical.choice, Quot.sound]
#print axioms AltermagnetMagnons.not_diagonalizable
-- 'AltermagnetMagnons.not_diagonalizable' depends on axioms: [propext, Classical.choice, Quot.sound]
#print axioms AltermagnetMagnons.chirality_splitting
-- 'AltermagnetMagnons.chirality_splitting' depends on axioms: [propext, Classical.choice, Quot.sound]
```

## What the theorems say, and for which model

`spinWave A B d` is $M$, a complex matrix with real parameters. `IsEigen` requires a nonzero eigenvector, and `IsDiagonalizable` an invertible matrix of eigenvectors. `IsMagnon` encodes the chirality convention above; its strict norm condition already excludes $v=0$. The restriction $\sigma=\pm1$ enters as a hypothesis of `magnon_frequency`, which gives both existence and uniqueness of the frequency. `chirality_splitting` takes one magnon of each chirality and compares their frequencies.

The lemmas follow the derivation. `eigen_components` writes out the two rows, and `secular` uses the determinant criterion for a nontrivial kernel. `eigen_stable` takes the roots; despite its name, it states only that the eigenvalues are real, not that the magnetic order is stable. `eigen_nonreal` reduces a supposedly real eigenvalue to a negative square. In `not_diagonalizable`, `linear_combination` performs the elimination that leaves $A\det P=0$. `energy_identity` combines the real and imaginary parts of the rows. `magnon_frequency` uses it to select the root, then supplies the unnormalised vector above for existence.

The model is one wavevector, two sublattices and real $B$, without damping or magnon interactions. $A$, $B$ and $d$ are inputs, not derived from a spin Hamiltonian, and the statements concern real numbers, not floating-point output. The growth of unstable modes and the energy criterion for negative $\omega_\sigma$ are physical readings added here, not theorems of the file.
